# Hubbard correction in an atomic sphere: positive semidefinite occupations and the derivative of (U/2) tr(n − n²)

If the atomic density matrix and the matrix of radial overlaps are positive semidefinite, the orbital occupation matrix n built from them is positive semidefinite too. The Hubbard energy (U/2) tr(n − n²) is differentiable along every change of the density matrix, and its derivative is that change summed against explicit coefficients D, with no positivity assumed.

In DFT+U with projector augmented waves, the localised d or f electrons of an atom can be counted inside a sphere. Each orbital m may be described by several radial functions, the channels a, so the density matrix ρ carries pairs (a,m). The overlap O_ab is the radial integral ∫ R_a R_b r² dr from the centre to the edge of the sphere, where R_a is the real radial function of channel a. The occupation matrix, the energy and the coefficients are

    n_mm' = Σ_ab ρ_(am),(bm') O_ab
    E = (U/2) tr(n − n²)
    D_(am),(bm') = U O_ab (1/2 − n)_m'm

where 1/2 inside a matrix expression means half the identity. The constant U is the effective on-site repulsion, often written U − J, and sets the size of the correction. Note the transposed indices m'm in D.

In Lean, the finite types `ι` and `μ` label channels and orbitals. `O` is a real matrix, `ρ` a complex matrix on `ι × μ`, and `U` a real number. The three definitions are `occupation`, `hubbardEnergy` and `hubbardD`; the energy is complex-valued because `ρ` is at first arbitrary.

```lean
import Mathlib

open Matrix
open scoped ComplexOrder

namespace HubbardSphere

noncomputable section

variable {ι μ : Type*} [Fintype ι] [Fintype μ] [DecidableEq μ]

/-- The occupation matrix `n_mm' = ∑ a b, ρ_(am),(bm') O_ab` of the orbitals `m` in a sphere,
from the density matrix `ρ` over channels and orbitals and the radial overlaps `O`. -/
def occupation (O : Matrix ι ι ℝ) (ρ : Matrix (ι × μ) (ι × μ) ℂ) : Matrix μ μ ℂ :=
  Matrix.of fun m m' => ∑ a, ∑ b, ρ (a, m) (b, m') * (O a b : ℂ)

/-- The Hubbard correction `(U/2) tr(n - n²)`. -/
def hubbardEnergy (U : ℝ) (O : Matrix ι ι ℝ) (ρ : Matrix (ι × μ) (ι × μ) ℂ) : ℂ :=
  (U : ℂ) / 2 * trace (occupation O ρ - occupation O ρ * occupation O ρ)

/-- The Hubbard coefficients `D_(am),(bm') = U O_ab (1/2 - n)_m'm`, where `1/2` is half the
identity matrix. -/
def hubbardD (U : ℝ) (O : Matrix ι ι ℝ) (ρ : Matrix (ι × μ) (ι × μ) ℂ) :
    Matrix (ι × μ) (ι × μ) ℂ :=
  Matrix.of fun p q =>
    (U : ℂ) * (O p.1 q.1 : ℂ) * ((1 / 2 : ℂ) • (1 : Matrix μ μ ℂ) - occupation O ρ) q.2 p.2
```

The model has one site, one spin channel, and fixed U and O. In that setting D is what the correction adds to the nonlocal strengths of the Hamiltonian. The step left to the reader is the chain rule from ρ to the wave functions ψ, through ρ_ij = Σ f ⟨ψ|p_i⟩⟨p_j|ψ⟩, with projectors p_i, occupations f, and i and j each standing for a pair (a,m).

## (a) Real amplitudes of the radial overlap

Let O be real and positive semidefinite. Find real numbers B_ka with

    O_ab = Σ_k B_ka B_kb.

Diagonalise O with an orthogonal matrix V whose columns are eigenvectors, with eigenvalues λ_k ≥ 0. Then

    O_ab = Σ_k λ_k V_ak V_bk,

and B_ka = √λ_k V_ak has the required property.

`PosSemidef` for a real matrix includes symmetry. In the proof, `hOV` is the eigenvector equation, the `calc` block inserts V Vᵀ = 1, and the last line replaces λ_k by √λ_k √λ_k.

```lean
/-- A positive semidefinite real overlap matrix is a sum of products of real mode amplitudes,
`O_ab = ∑ k, B_ka B_kb`. -/
theorem overlap_modes {O : Matrix ι ι ℝ} (hO : O.PosSemidef) :
    ∃ B : ι → ι → ℝ, ∀ a b, O a b = ∑ k, B k a * B k b := by
  classical
  let V : Matrix ι ι ℝ := hO.isHermitian.eigenvectorUnitary
  have hV : V * star V = 1 :=
    Matrix.mem_unitaryGroup_iff.mp hO.isHermitian.eigenvectorUnitary.2
  -- the columns of V are eigenvectors of O
  have hOV : ∀ a k, (O * V) a k = hO.isHermitian.eigenvalues k * V a k := by
    intro a k
    rw [Matrix.mul_apply]
    simp only [V, Matrix.IsHermitian.eigenvectorUnitary_apply]
    exact congrFun (hO.isHermitian.mulVec_eigenvectorBasis k) a
  refine ⟨fun k a => Real.sqrt (hO.isHermitian.eigenvalues k) * V a k, fun a b => ?_⟩
  calc O a b = (O * V * star V) a b := by rw [mul_assoc, hV, mul_one]
    _ = ∑ k, (O * V) a k * V b k := by
      rw [Matrix.mul_apply]
      simp only [Matrix.star_apply, star_trivial]
    _ = _ := by
      refine Finset.sum_congr rfl fun k _ => ?_
      rw [hOV]
      have h := Real.mul_self_sqrt (hO.eigenvalues_nonneg k)
      linear_combination (-(V a k * V b k)) * h
```

## (b) Positivity of the occupations

Let ρ and O be positive semidefinite. Show that n is Hermitian and that, for every complex vector x,

    x† n x ≥ 0.

For each k, let C_k be the matrix that takes orbitals to pairs, with the entry B_ka in row (a,m) and column m, and zero where the orbitals differ. The Kronecker deltas remove two orbital sums:

    (C_k† ρ C_k)_mm' = Σ_ab B_ka ρ_(am),(bm') B_kb.

Summing over k and using (a) gives

    n = Σ_k C_k† ρ C_k.

Each term is Hermitian, and x† C_k† ρ C_k x = (C_k x)† ρ (C_k x) ≥ 0. The sum keeps both properties.

The step `hC` computes the entries of one term and `hn` sums them to n. Mathlib then supplies the positivity of each term and of the sum.

```lean
/-- If the density matrix and the radial overlap matrix are positive semidefinite, then so is
the occupation matrix. -/
theorem occupation_posSemidef {O : Matrix ι ι ℝ} {ρ : Matrix (ι × μ) (ι × μ) ℂ}
    (hO : O.PosSemidef) (hρ : ρ.PosSemidef) : (occupation O ρ).PosSemidef := by
  obtain ⟨B, hB⟩ := overlap_modes hO
  let C : ι → Matrix (ι × μ) μ ℂ := fun k =>
    Matrix.of fun p m => if p.2 = m then (B k p.1 : ℂ) else 0
  -- each radial mode contributes a congruence transform of ρ
  have hC : ∀ k m m', ((C k)ᴴ * ρ * C k) m m' =
      ∑ a, ∑ b, ρ (a, m) (b, m') * ((B k a : ℂ) * (B k b : ℂ)) := by
    intro k m m'
    simp [C, Matrix.mul_apply, Fintype.sum_prod_type, apply_ite (star : ℂ → ℂ)]
    simp only [Finset.sum_mul]
    rw [Finset.sum_comm]
    refine Finset.sum_congr rfl fun a _ => Finset.sum_congr rfl fun b _ => ?_
    ring
  have hn : occupation O ρ = ∑ k, (C k)ᴴ * ρ * C k := by
    ext m m'
    rw [Matrix.sum_apply]
    simp only [hC, occupation, Matrix.of_apply, hB, Complex.ofReal_sum, Complex.ofReal_mul,
      Finset.mul_sum]
    symm
    rw [Finset.sum_comm]
    refine Finset.sum_congr rfl fun a _ => ?_
    rw [Finset.sum_comm]
  rw [hn]
  exact Matrix.posSemidef_sum _ fun k _ => hρ.conjTranspose_mul_mul_same (C k)
```

## (c) Response of the occupations

Write n(ρ) for the occupation matrix of ρ. Show that for any matrices ρ, δρ and any number t

    n(ρ + t δρ) = n(ρ) + t n(δρ).

Insert the sum into the definition:

    Σ_ab (ρ + t δρ)_(am),(bm') O_ab
      = Σ_ab ρ_(am),(bm') O_ab + t Σ_ab δρ_(am),(bm') O_ab.

In Lean the change δρ is called `δ`; it is a matrix, not a Kronecker delta. The proof compares entries and distributes the sums.

```lean
omit [Fintype μ] [DecidableEq μ] in
/-- The occupation matrix responds linearly to a change of the density matrix. -/
theorem occupation_add_smul (O : Matrix ι ι ℝ) (ρ δ : Matrix (ι × μ) (ι × μ) ℂ) (t : ℂ) :
    occupation O (ρ + t • δ) = occupation O ρ + t • occupation O δ := by
  ext m m'
  simp [occupation, add_mul, Finset.sum_add_distrib, Finset.mul_sum, mul_assoc]
```

## (d) From an orbital potential to the density matrix

Let A be any matrix on the orbitals and δn = n(δρ). Show that

    tr(A δn) = Σ_(am),(bm') O_ab A_m'm δρ_(am),(bm').

Write out the trace and insert δn:

    tr(A δn) = Σ_mm' A_m'm δn_mm'
             = Σ_mm' Σ_ab A_m'm δρ_(am),(bm') O_ab.

This is the right-hand side with its factors reordered. It is also where the transposed index order in D comes from.

Lean writes `p` for (a,m) and `q` for (b,m'). Its proof expands both sides into fourfold sums and brings them into the same order with `Finset.sum_comm`.

```lean
omit [DecidableEq μ] in
/-- A potential `A` acting on the orbital occupations acts on the density matrix through the
coefficients `O_ab A_m'm`. -/
theorem trace_mul_occupation (O : Matrix ι ι ℝ) (A : Matrix μ μ ℂ)
    (δ : Matrix (ι × μ) (ι × μ) ℂ) :
    trace (A * occupation O δ) = ∑ p, ∑ q, (O p.1 q.1 : ℂ) * A q.2 p.2 * δ p q := by
  simp only [Matrix.trace, Matrix.diag_apply, Matrix.mul_apply, occupation, Matrix.of_apply,
    Fintype.sum_prod_type, Finset.mul_sum]
  symm
  rw [Finset.sum_comm]
  conv_rhs => rw [Finset.sum_comm]
  refine Finset.sum_congr rfl fun m _ => ?_
  conv_rhs => rw [Finset.sum_comm]
  refine Finset.sum_congr rfl fun a _ => ?_
  conv_rhs => rw [Finset.sum_comm]
  refine Finset.sum_congr rfl fun b _ => Finset.sum_congr rfl fun m' _ => ?_
  ring
```

## (e) The energy along a straight line

Show that, for every ρ, δρ and t,

    E(ρ + t δρ) = E(ρ) + t Σ_(am),(bm') D_(am),(bm') δρ_(am),(bm')
                  − t² (U/2) tr(δn²),

with D taken at ρ.

By (c), n becomes n + t δn. Expanding the square without commuting the matrices gives

    tr[(n + t δn) − (n + t δn)²]
      = tr(n − n²) + t tr(δn − n δn − δn n) − t² tr(δn²).

The trace is cyclic, so tr(n δn) = tr(δn n), and the linear term is 2t tr[(1/2 − n) δn]. After multiplication by U/2 it reads

    t U tr[(1/2 − n) δn] = t Σ_(am),(bm') U O_ab (1/2 − n)_m'm δρ_(am),(bm'),

by (d) with A = 1/2 − n. The coefficient of δρ is D.

In the code, `hD` is this use of (d), `h` is the cyclicity, and `linear_combination` collects the terms. No hypothesis on `ρ`, `δ` or `O` is needed.

```lean
/-- Along `ρ + t δρ` the Hubbard energy is exactly quadratic in `t`, with linear coefficient
`∑ D δρ` and quadratic coefficient `-(U/2) tr(δn²)`. -/
theorem hubbardEnergy_expansion (U : ℝ) (O : Matrix ι ι ℝ)
    (ρ δ : Matrix (ι × μ) (ι × μ) ℂ) (t : ℂ) :
    hubbardEnergy U O (ρ + t • δ) = hubbardEnergy U O ρ
      + t * (∑ p, ∑ q, hubbardD U O ρ p q * δ p q)
      - t ^ 2 * ((U : ℂ) / 2 * trace (occupation O δ * occupation O δ)) := by
  have hD : ∑ p, ∑ q, hubbardD U O ρ p q * δ p q = (U : ℂ) *
      trace (((1 / 2 : ℂ) • (1 : Matrix μ μ ℂ) - occupation O ρ) * occupation O δ) := by
    rw [trace_mul_occupation]
    simp only [hubbardD, Matrix.of_apply, Finset.mul_sum, mul_assoc]
  rw [hD]
  unfold hubbardEnergy
  rw [occupation_add_smul]
  -- the two cross terms agree by cyclicity of the trace
  have h := Matrix.trace_mul_comm (occupation O ρ) (occupation O δ)
  simp only [add_mul, mul_add, sub_mul, Matrix.smul_mul, Matrix.mul_smul, one_mul,
    Matrix.trace_add, Matrix.trace_sub, Matrix.trace_smul, smul_eq_mul]
  linear_combination ((U : ℂ) / 2 * t) * h
```

## (f) The derivative

Show that

    d/dt E(ρ + t δρ) at t = 0 equals Σ_(am),(bm') D_(am),(bm') δρ_(am),(bm').

Differentiate the polynomial in (e). The constant drops out, the linear term leaves its coefficient, and the quadratic term gives −t U tr(δn²), which vanishes at t = 0.

A case with two channels and one orbital can be worked in numbers. Take

    O = [[1, 1/2], [1/2, 1]],   ρ = [[1/4, 1/4], [1/4, 1/4]].

Then n = 1/4 + 1/8 + 1/8 + 1/4 = 3/4, E = (U/2)(3/4 − 9/16) = 3U/32, and D_ab = −(U/4) O_ab. Let δρ have the single nonzero entry 1 in the first diagonal place. Then δn = 1, and the sum of D δρ is −U/4. Directly,

    (U/2)[(3/4 + t) − (3/4 + t)²] = 3U/32 − (U/4) t − (U/2) t²,

with the same slope.

`HasDerivAt` says that the derivative exists at 0 and has the stated value. Here `t` is complex; a physical variation has real t and Hermitian δρ, and its slope is the same sum. The proof rewrites the energy by (e) and differentiates term by term.

```lean
/-- The derivative of the Hubbard energy `(U/2) tr(n - n²)` along any change `δρ` of the density
matrix is `∑ D δρ`, with `D_(am),(bm') = U O_ab (1/2 - n)_m'm`. -/
theorem hasDerivAt_hubbardEnergy (U : ℝ) (O : Matrix ι ι ℝ)
    (ρ δ : Matrix (ι × μ) (ι × μ) ℂ) :
    HasDerivAt (fun t : ℂ => hubbardEnergy U O (ρ + t • δ))
      (∑ p, ∑ q, hubbardD U O ρ p q * δ p q) 0 := by
  simp only [hubbardEnergy_expansion]
  exact ((((hasDerivAt_id' (0 : ℂ)).mul_const _).const_add _).fun_sub
    (((hasDerivAt_id' (0 : ℂ)).fun_pow 2).mul_const _)).congr_deriv (by simp)
```

## (g) Occupations between zero and one

Let n now be any matrix on the orbitals such that n and 1 − n are positive semidefinite. Show that n − n² is Hermitian and that, for every x,

    x† (n − n²) x ≥ 0.

Expand the two products

    n(1 − n)n = n² − n³
    (1 − n)n(1 − n) = n − 2n² + n³.

Their sum is n − n². Since n and 1 − n are Hermitian, each product has the form M† P M with P positive semidefinite, so each is positive semidefinite, and so is the sum.

The two products are `h2` and `h3`, and `noncomm_ring` checks the identity without assuming that matrices commute.

```lean
/-- If `n` and `1 - n` are positive semidefinite, then so is `n - n²`. -/
theorem posSemidef_sub_sq {n : Matrix μ μ ℂ} (hn : n.PosSemidef)
    (h1 : (1 - n).PosSemidef) : (n - n * n).PosSemidef := by
  have h2 := h1.conjTranspose_mul_mul_same n
  have h3 := hn.conjTranspose_mul_mul_same (1 - n)
  rw [hn.isHermitian.eq] at h2
  rw [h1.isHermitian.eq] at h3
  -- n - n² = n(1-n)n + (1-n)n(1-n)
  have h4 : n - n * n = n * (1 - n) * n + (1 - n) * n * (1 - n) := by noncomm_ring
  rw [h4]
  exact h2.add h3
```

## (h) Sign of the correction

Let U ≥ 0, let ρ and O be positive semidefinite, and let 1 − n be positive semidefinite. Show that

    E ≥ 0.

By (b), n is positive semidefinite, so by (g) n − n² is too. Its trace is a sum of nonnegative eigenvalues, and multiplying by U/2 keeps the sign.

The condition on 1 − n is assumed, not derived. It says that no normalised combination of orbitals holds more than one electron of the given spin. Several channels can hold more: with one orbital and both O and ρ equal to the 2 × 2 identity, n = 2 and E = −U. Positivity of ρ and O alone therefore does not give E ≥ 0 when U > 0.

In Lean, `0 ≤ hubbardEnergy U O ρ` compares complex numbers and means that the energy is real and nonnegative. The proof multiplies the two inequalities for U/2 and the trace.

```lean
/-- For `U ≥ 0` and positive semidefinite `ρ`, `O` and `1 - n`, the Hubbard energy is real and
nonnegative. -/
theorem hubbardEnergy_nonneg {U : ℝ} (hU : 0 ≤ U) {O : Matrix ι ι ℝ}
    {ρ : Matrix (ι × μ) (ι × μ) ℂ} (hO : O.PosSemidef) (hρ : ρ.PosSemidef)
    (h1 : (1 - occupation O ρ).PosSemidef) : 0 ≤ hubbardEnergy U O ρ := by
  have h := (posSemidef_sub_sq (occupation_posSemidef hO hρ) h1).trace_nonneg
  have hU2 : (0 : ℂ) ≤ (U : ℂ) / 2 := by
    have h2 : (0 : ℂ) ≤ ((U / 2 : ℝ) : ℂ) := Complex.zero_le_real.mpr (by positivity)
    simpa using h2
  exact mul_nonneg hU2 h
```

## (i) When the Hubbard energy vanishes

Keep the three positivity conditions of (h), but let U be any nonzero real number. Show that

    E = 0 if and only if n² = n.

Since U/2 ≠ 0, the energy vanishes exactly when tr(n − n²) = 0. The eigenvalues of n − n² are nonnegative by (g), so their sum is zero only if each of them is zero. A Hermitian matrix with only zero eigenvalues is zero, hence n² = n. The converse is immediate. In physical terms, the energy vanishes exactly when every eigenvalue of n is 0 or 1. The coefficients D need not vanish there, because 1/2 − n then has eigenvalues ±1/2: the correction can still shift the levels when it adds nothing to the energy.

The rewriting in Lean follows the same order: `mul_eq_zero` splits the product, `hU2` excludes the factor U/2, and `h.trace_eq_zero_iff` passes from the trace to the matrix.

```lean
/-- For `U ≠ 0` and positive semidefinite `ρ`, `O` and `1 - n`, the Hubbard energy vanishes
exactly when the occupation matrix is idempotent. -/
theorem hubbardEnergy_eq_zero_iff {U : ℝ} (hU : U ≠ 0) {O : Matrix ι ι ℝ}
    {ρ : Matrix (ι × μ) (ι × μ) ℂ} (hO : O.PosSemidef) (hρ : ρ.PosSemidef)
    (h1 : (1 - occupation O ρ).PosSemidef) :
    hubbardEnergy U O ρ = 0 ↔ occupation O ρ * occupation O ρ = occupation O ρ := by
  have h := posSemidef_sub_sq (occupation_posSemidef hO hρ) h1
  have hU2 : ¬ ((U : ℂ) / 2 = 0) := by simpa using hU
  unfold hubbardEnergy
  rw [mul_eq_zero, or_iff_right hU2, h.trace_eq_zero_iff, sub_eq_zero]
  exact eq_comm

end

end HubbardSphere
```

```lean
#print axioms HubbardSphere.occupation_posSemidef
#print axioms HubbardSphere.hasDerivAt_hubbardEnergy
#print axioms HubbardSphere.hubbardEnergy_nonneg
#print axioms HubbardSphere.hubbardEnergy_eq_zero_iff
```

```
'HubbardSphere.occupation_posSemidef' depends on axioms: [propext, Classical.choice, Quot.sound]
'HubbardSphere.hasDerivAt_hubbardEnergy' depends on axioms: [propext, Classical.choice, Quot.sound]
'HubbardSphere.hubbardEnergy_nonneg' depends on axioms: [propext, Classical.choice, Quot.sound]
'HubbardSphere.hubbardEnergy_eq_zero_iff' depends on axioms: [propext, Classical.choice, Quot.sound]
```
